# A false plateau in the band sum of a momentum-conserving model at fixed response cutoff

Random-phase correlation energies and GW self-energies are often computed in a plane-wave basis from a sum over empty bands and an expansion of the density response in plane waves. The two can be cut off separately. Let n = 1, 2, ... label the empty bands in order of increasing energy, and let G = 1, 2, ... label the plane waves of the response, called response vectors here, in order of increasing length. A calculation keeps N bands and M response vectors. The question is what a result that has stopped changing with N says about the fully converged value.

Note that G is a counting label and not the reciprocal-lattice vector itself, and that N leaves out the occupied bands, which many programs include in their band count.

Write c(n,G) for the contribution of band n through response vector G. The truncated result is

T(N,M) = Σ_{n=1..N} Σ_{G=1..M} c(n,G).

If the occupied state is uniform and each empty band is a single plane wave, a response vector can lift the electron only into the band that carries the same momentum. The zero vector lifts the electron into no empty band and is left out of the count. With matching labels, the coupling is then diagonal,

c(n,G) = δ_{nG} w(n),

where δ_{nG} is 1 for n = G and 0 otherwise, and w(n) is the strength of band n. The model takes

w(n) = 1/(n(n+1)),

which stands for the slow, algebraic decrease of the contributions from high-lying bands; this particular form is chosen because it can be summed in closed form. The resulting double sum is called S(N,M). It has nothing to do with an overlap matrix or a structure factor. Its value is

S(N,M) = 1 − 1/(min(N,M)+1).

For N ≥ M it no longer depends on N and stays 1/(M+1) below 1, the limit reached when both cutoffs grow.

## From momentum conservation to the plateau value

The flatness needs only a coupling of finite range. Suppose that, for some fixed whole number q ≥ 0, c(n,G) = 0 whenever n > G+q. For N ≥ M+q the bands beyond M+q contribute

T(N,M) − T(M+q,M) = Σ_{n=M+q+1..N} Σ_{G=1..M} c(n,G).

Every term on the right has n > M+q ≥ G+q and therefore vanishes. Hence

T(N,M) = T(M+q,M) for all N ≥ M+q.

The added bands couple only to response vectors that have been left out. A diagonal coupling satisfies the condition with q = 0.

For a diagonal coupling the inner sum can be done at once. At fixed n,

Σ_{G=1..M} δ_{nG} w(n) = w(n) if n ≤ M, and 0 if n > M.

A band thus contributes when n ≤ N and n ≤ M both hold, so that

T(N,M) = Σ_{n=1..min(N,M)} w(n).

The model strengths split into partial fractions,

1/(n(n+1)) = 1/n − 1/(n+1),

and in the sum up to K neighbouring terms cancel:

Σ_{n=1..K} 1/(n(n+1)) = (1 − 1/2) + (1/2 − 1/3) + ... + (1/K − 1/(K+1)) = 1 − 1/(K+1).

For K = 0 the sum is empty and the right-hand side is 0 as well. Setting K = min(N,M) gives the formula for S(N,M). For N ≥ M the minimum is M, so

S(N,M) = 1 − 1/(M+1),

and this is also the limit N → ∞ at fixed M. The formula is symmetric in the two cutoffs: at fixed N, adding response vectors beyond M = N changes nothing either.

The distance from 1 is

1 − S(N,M) = 1/(min(N,M)+1) = max(1/(N+1), 1/(M+1)).

Given ε > 0, choose b with 1/(b+1) < ε. Whenever N ≥ b and M ≥ b, the distance is below ε, so S tends to 1 when both cutoffs grow, whatever their relative pace. Moreover, a maximum is at most ε exactly when both of its entries are. The error is therefore at most ε if and only if

1/(N+1) ≤ ε and 1/(M+1) ≤ ε.

## Four response vectors and many bands

Take M = 4 and increase the number of bands:

S(1,4) = 1/2
S(2,4) = 1/2 + 1/6 = 2/3
S(3,4) = 2/3 + 1/12 = 3/4
S(4,4) = 3/4 + 1/20 = 4/5
S(5,4) = 4/5
S(100,4) = 4/5

From four bands to a hundred the result does not move at all, yet it is 0.2 below the joint limit. An error of at most 0.01 requires N ≥ 99 and M ≥ 99.

For convergence studies of random-phase or GW calculations, this finite-range model shows how a band sum can look converged while the response cutoff still carries an error. The step from the model to such a calculation is the assumption that its result is a double sum with a coupling of finite range. Real bands mix many plane waves, and the quantities of interest can depend nonlinearly on the response, so a real plateau may be only approximately flat.

## Couplings and cutoffs in Lean

```lean
import Mathlib

open Filter Topology

namespace PlaneWaveFalsePlateau

noncomputable section

/-- The sum of a coupling `c n G` over the bands `n = 1, ..., N` and the response
vectors `G = 1, ..., M`. -/
def cutoffSum (c : ℕ → ℕ → ℝ) (N M : ℕ) : ℝ :=
  ∑ n ∈ Finset.Icc 1 N, ∑ G ∈ Finset.Icc 1 M, c n G
```

The coupling `c` is an arbitrary real function of two natural numbers, and `cutoffSum c N M` is T(N,M). The set `Finset.Icc 1 N` consists of the integers from 1 to N. It is empty for N = 0, so a calculation without bands or without response vectors gives zero.

```lean
/-- A momentum-conserving coupling: band `n` couples only to the response vector `G = n`,
with strength `w n`. -/
def diagonalCoupling (w : ℕ → ℝ) (n G : ℕ) : ℝ :=
  if n = G then w n else 0
```

The condition `n = G` plays the part of the Kronecker delta. Momentum conservation takes this diagonal form because the occupied state is assumed to be uniform; an occupied plane wave with a momentum of its own would shift the band that is reached. The strength function `w` is left free, which keeps momentum conservation separate from the choice of strengths.

```lean
/-- The model strength `1 / (n (n + 1))` of band `n`, meant for `n ≥ 1`. -/
def modelStrength (n : ℕ) : ℝ :=
  1 / ((n : ℝ) * ((n : ℝ) + 1))
```

The natural number n is converted to a real number before the division, so this is ordinary division and not integer division. The sums start at n = 1, and the value at n = 0 never enters.

```lean
/-- The model sum `S(N, M)` with `N` bands and `M` response vectors. -/
def S (N M : ℕ) : ℝ :=
  cutoffSum (diagonalCoupling modelStrength) N M
```

This is the S(N,M) of the derivation, with the number of bands as first argument and the number of response vectors as second. Both are pure numbers; no energy unit is attached.

## The plateau of a finite-range coupling

```lean
/-- If no band `n > G + q` couples to the response vector `G`, then the sum with `M` response
vectors is constant in the number of bands `N` from `N = M + q` onwards. -/
theorem plateau_of_finite_range (c : ℕ → ℕ → ℝ) (q : ℕ)
    (hc : ∀ n G, G + q < n → c n G = 0) {N M : ℕ} (h : M + q ≤ N) :
    cutoffSum c N M = cutoffSum c (M + q) M := by
  unfold cutoffSum
  symm
  apply Finset.sum_subset (Finset.Icc_subset_Icc le_rfl h)
  -- every additional band lies out of reach of all retained response vectors
  intro n hn hn'
  apply Finset.sum_eq_zero
  intro G hG
  apply hc
  simp only [Finset.mem_Icc] at hn hn' hG
  omega
```

The hypothesis `hc` is the finite-range condition: a band whose label exceeds that of the response vector by more than `q` does not couple to it. The allowance q can represent an occupied state that is not quite uniform and so supplies some momentum of its own. It is counted in labels. In three dimensions a fixed momentum covers more and more labels as the vectors get longer, so a single q for all G is an idealisation closest to a one-dimensional system. Nothing is required of the sign or the size of the remaining couplings.

The proof is the subtraction made above. `Finset.sum_subset` states that a sum over a smaller set equals the sum over a larger one if all additional terms are zero. Here the additional terms are the bands from M+q+1 to N. For each of them, `Finset.sum_eq_zero` reduces the claim to the single couplings, and `omega`, a procedure for linear arithmetic with integers, derives G+q < n from the ranges of n and G.

```lean
/-- The model coupling has finite range with `q = 0`: no band `n > G` couples to the response
vector `G`. -/
theorem plateau_of_finite_range_witness :
    ∀ n G, G + 0 < n → diagonalCoupling modelStrength n G = 0 := by
  intro n G h
  unfold diagonalCoupling
  exact if_neg (by omega)
```

The model coupling satisfies the hypothesis with q = 0, since n > G excludes n = G. The preceding theorem then applies to it, and the plateau begins at N = M.

## Collapse to the smaller cutoff

```lean
/-- For a momentum-conserving coupling of any strengths, the double sum is a single sum
up to the smaller of the two cutoffs. -/
theorem cutoffSum_diagonal (w : ℕ → ℝ) (N M : ℕ) :
    cutoffSum (diagonalCoupling w) N M = ∑ n ∈ Finset.Icc 1 (min N M), w n := by
  unfold cutoffSum diagonalCoupling
  -- the Kronecker delta removes the sum over response vectors
  simp only [Finset.sum_ite_eq]
  rw [← Finset.sum_filter]
  refine Finset.sum_congr ?_ (fun _ _ => rfl)
  ext n
  simp only [Finset.mem_filter, Finset.mem_Icc]
  omega
```

This holds for every strength function, including strengths that change sign. The simplification with `Finset.sum_ite_eq` carries out the sum over G: what remains is w(n) if n lies between 1 and M, and zero otherwise. `Finset.sum_filter`, read from right to left, turns this condition into a restriction of the range of n. The last lines check that the integers from 1 to N which also lie between 1 and M are those from 1 to min(N,M).

```lean
/-- The model strengths of the first `K` bands add up to `1 - 1 / (K + 1)`. -/
theorem sum_modelStrength (K : ℕ) :
    ∑ n ∈ Finset.Icc 1 K, modelStrength n = 1 - 1 / ((K : ℝ) + 1) := by
  induction K with
  | zero => simp
  | succ K ih =>
    rw [Finset.sum_Icc_succ_top (by omega), ih]
    unfold modelStrength
    push_cast
    have h1 : (K : ℝ) + 1 ≠ 0 := by positivity
    have h2 : (K : ℝ) + 1 + 1 ≠ 0 := by positivity
    -- partial fractions make the sum telescope
    have key : 1 / (((K : ℝ) + 1) * ((K : ℝ) + 1 + 1))
        = 1 / ((K : ℝ) + 1) - 1 / ((K : ℝ) + 1 + 1) := by
      rw [div_sub_div _ _ h1 h2]
      congr 1
      ring
    rw [key]
    ring
```

The cancellation of neighbouring terms appears here as an induction on the number of bands K. The empty sum gives 0 = 1 − 1. In the step from K to K+1, `Finset.sum_Icc_succ_top` splits off the last band, and the induction hypothesis replaces the rest by 1 − 1/(K+1). The statement `key` is the partial-fraction identity at n = K+1. After it has been inserted, the two terms 1/(K+1) cancel and 1 − 1/(K+2) is left.

```lean
/-- The model sum with `N` bands and `M` response vectors is
`S(N, M) = 1 - 1 / (min(N, M) + 1)`. -/
theorem S_eq (N M : ℕ) : S N M = 1 - 1 / (((min N M : ℕ) : ℝ) + 1) := by
  unfold S
  rw [cutoffSum_diagonal, sum_modelStrength]
```

The closed formula joins the two previous results. The minimum is taken among natural numbers and then converted to a real number, which is the meaning of the nested type annotation.

## Fixed response cutoff and joint limit

```lean
/-- With at least as many bands as response vectors, the model sum has the value
`1 - 1 / (M + 1)`, whatever the number of bands. -/
theorem false_plateau {N M : ℕ} (h : M ≤ N) : S N M = 1 - 1 / ((M : ℝ) + 1) := by
  rw [S_eq, min_eq_right h]
```

For M ≤ N the minimum is M. The right-hand side does not contain N, and this is the plateau together with its value. With M = 4 it gives the 4/5 of the example for every N ≥ 4.

```lean
/-- At a fixed number `M` of response vectors, the model sum converges in the number of bands
to `1 - 1 / (M + 1)`, which is strictly below `1`. -/
theorem band_limit (M : ℕ) :
    Tendsto (fun N => S N M) atTop (𝓝 (1 - 1 / ((M : ℝ) + 1))) ∧
      1 - 1 / ((M : ℝ) + 1) < 1 := by
  constructor
  · apply tendsto_const_nhds.congr'
    filter_upwards [eventually_ge_atTop M] with N hN
    exact (false_plateau hN).symm
  · have hpos : 0 < 1 / ((M : ℝ) + 1) := by positivity
    linarith
```

The first half is the limit N → ∞ at fixed M: `atTop` stands for N growing without bound, and `𝓝` for the neighbourhoods of the limiting value. Since S equals the plateau value from N = M onwards, the proof compares it with a constant function; `eventually_ge_atTop M` supplies the range in which the two agree. The second half places this limit strictly below 1, because 1/(M+1) is positive. No number of additional bands removes the error at fixed M.

```lean
/-- When the numbers of bands and of response vectors both grow without bound, the model sum
tends to `1`. -/
theorem joint_limit : Tendsto (fun p : ℕ × ℕ => S p.1 p.2) atTop (𝓝 1) := by
  -- the smaller cutoff grows without bound
  have hmin : Tendsto (fun p : ℕ × ℕ => min p.1 p.2) atTop atTop :=
    tendsto_atTop_atTop.2 (fun b => ⟨(b, b), fun p hp => le_min hp.1 hp.2⟩)
  have h0 : Tendsto (fun n : ℕ => 1 / ((n : ℝ) + 1)) atTop (𝓝 0) :=
    tendsto_one_div_add_atTop_nhds_zero_nat
  have h2 : Tendsto (fun p : ℕ × ℕ => 1 - 1 / (((min p.1 p.2 : ℕ) : ℝ) + 1))
      atTop (𝓝 (1 - 0)) := (h0.comp hmin).const_sub 1
  rw [sub_zero] at h2
  exact h2.congr (fun p => (S_eq p.1 p.2).symm)
```

For pairs of cutoffs, `atTop` means that both entries eventually exceed any given bound. No ratio between N and M is prescribed. The auxiliary statement `hmin` says that the smaller cutoff then grows without bound too; for a bound b, the pair (b, b) serves as the threshold. Combined with 1/(n+1) → 0 and the closed formula, this gives the limit 1.

## A tolerance for each cutoff

```lean
/-- The model sum lies within `ε` of `1` exactly when each of the two cutoffs
separately satisfies its own bound, `1 / (N + 1) ≤ ε` and `1 / (M + 1) ≤ ε`. -/
theorem converged_iff (N M : ℕ) (ε : ℝ) :
    |1 - S N M| ≤ ε ↔ 1 / ((N : ℝ) + 1) ≤ ε ∧ 1 / ((M : ℝ) + 1) ≤ ε := by
  have hpos : 0 < 1 / (((min N M : ℕ) : ℝ) + 1) := by positivity
  rw [S_eq, sub_sub_cancel, abs_of_pos hpos]
  -- the smaller cutoff carries the larger error
  rcases le_total N M with h | h
  · rw [min_eq_left h]
    have h' : (N : ℝ) ≤ (M : ℝ) := by exact_mod_cast h
    have hle : 1 / ((M : ℝ) + 1) ≤ 1 / ((N : ℝ) + 1) :=
      one_div_le_one_div_of_le (by positivity) (by linarith)
    exact ⟨fun hN => ⟨hN, hle.trans hN⟩, fun hNM => hNM.1⟩
  · rw [min_eq_right h]
    have h' : (M : ℝ) ≤ (N : ℝ) := by exact_mod_cast h
    have hle : 1 / ((N : ℝ) + 1) ≤ 1 / ((M : ℝ) + 1) :=
      one_div_le_one_div_of_le (by positivity) (by linarith)
    exact ⟨fun hM => ⟨hle.trans hM, hM⟩, fun hNM => hNM.2⟩

end

end PlaneWaveFalsePlateau
```

The left-hand side is the distance of the truncated sum from the joint limit, and `ε` is the tolerance. The equivalence is stated for every real ε; if ε is zero or negative, both sides are false, since the error is positive at any finite cutoffs. Read from left to right, it says that a sum within the tolerance has both cutoffs large enough. Read from right to left, it says that the two separate conditions suffice, and that their errors do not add.

The proof first rewrites the distance as 1/(min(N,M)+1) and then treats N ≤ M and M ≤ N in turn. In each case the smaller cutoff has the larger reciprocal, by `one_div_le_one_div_of_le`, so its bound implies the other one. This is the step with the maximum in the derivation.

```lean
#print axioms PlaneWaveFalsePlateau.cutoffSum_diagonal
#print axioms PlaneWaveFalsePlateau.band_limit
#print axioms PlaneWaveFalsePlateau.joint_limit
#print axioms PlaneWaveFalsePlateau.converged_iff
```

```
'PlaneWaveFalsePlateau.cutoffSum_diagonal' depends on axioms: [propext, Classical.choice, Quot.sound]
'PlaneWaveFalsePlateau.band_limit' depends on axioms: [propext, Classical.choice, Quot.sound]
'PlaneWaveFalsePlateau.joint_limit' depends on axioms: [propext, Classical.choice, Quot.sound]
'PlaneWaveFalsePlateau.converged_iff' depends on axioms: [propext, Classical.choice, Quot.sound]
```
